# Bisection finds a chemical potential for N electrons within n midpoints when a valid bracket is at most 2^n gap widths wide

One way to fill the N lowest one-electron levels of an insulator is to search for a chemical potential μ with exactly N levels below it, where "below" must be given a meaning when μ coincides with a level. Here it means strictly below:

c(μ) = number of levels i with ε_i < μ

where ε_i is the energy of level i. With this choice, a gap between an occupied level at h and an empty level at h + g appears as the half-open interval (h, h + g]. The count is N everywhere on it, including its upper end, because the level at h + g is not strictly below itself. A degenerate level is counted once for each of its states.

## How many midpoints the search needs

Suppose that c(μ) = N for all μ in (h, h + g], with g > 0, and that the search starts from two energies lo and hi with

c(lo) < N < c(hi).

A bracket with such a pair of inequalities is called valid. Bisection computes the midpoint. If the midpoint counts too few levels, it becomes the new lower end; if it counts too many, it becomes the new upper end; if it counts N, the search is over. The claim is that if

hi − lo ≤ 2^n g,

then one of the first n midpoints counts exactly N levels.

The count never decreases. If μ ≤ ν, every level with ε_i < μ also has ε_i < ν, so c(μ) ≤ c(ν). In particular lo < hi follows from the two inequalities and need not be assumed.

Let (a, b) be a valid bracket with midpoint m = (a + b)/2. If c(m) < N, the new bracket (m, b) is valid; if c(m) > N, the new bracket (a, m) is valid. In both cases the width halves, since

b − m = m − a = (b − a)/2.

After k unsuccessful midpoints the width is therefore (hi − lo)/2^k.

A valid bracket is always wider than g. Its lower end satisfies a ≤ h: if a lay in (h, h + g], then c(a) would be N, and if a lay above h + g, then c(a) ≥ c(h + g) = N. Both contradict c(a) < N. Its upper end satisfies b > h + g, because otherwise c(b) ≤ c(h + g) = N. Hence

b − a > (h + g) − h = g.

Now suppose that the first n midpoints all fail. The bracket that remains is valid, so

g < (hi − lo)/2^n ≤ g,

which is a contradiction. For n = 0 the contradiction is already present in the hypotheses: no valid bracket has width at most g.

## A wide bracket whose first n midpoints miss the gap

The bound on the width is the best possible one of its kind. Take two levels, at 0 and g, with N = 1 and the bracket (0, W), where W > 2^n g. The count is 0 at the lower end and 2 at the upper end. As long as the midpoints lie above g they count both levels, and the upper end moves down to W/2, W/4 and so on. Numbering midpoints from k = 0, midpoint k is W/2^(k+1). For k < n this is at least W/2^n, which exceeds g, so all of the first n midpoints fail.

## Purification at each trial value

In density-matrix purification the count can be obtained without diagonalising the Hamiltonian matrix H. In an orthonormal basis, with all levels in [lo, hi) and μ between these bounds, one forms

X = I/2 + α(μI − H), α = 1/(2 max(hi − μ, μ − lo)).

The eigenvalues of X lie between 0 and 1, and those belonging to levels below μ exceed 1/2. Repeating X ← 3X² − 2X³ drives them to 1 and drives the eigenvalues below 1/2 to 0, so the trace of X tends to c(μ) when no level lies exactly at μ. The bisection step compares this trace with N.

Take lo = −20 eV and hi = 44 eV, with the highest occupied level at −5 eV and the lowest empty one at −3 eV. The first midpoint is 12 eV. The trace comes out larger than N and the upper end moves to 12 eV. The next midpoint, −4 eV, lies in the gap. The bounds in α remain those of the whole spectrum, −20 and 44 eV, so α is 1/96 per eV there, the two frontier levels start at 1/2 + 1/96 and 1/2 − 1/96, and the trace tends to N. The bound allows five midpoints, since 64 = 2^5 · 2; this search needed two.

For non-interacting electrons in a finite basis, the result thus limits how many purifications a chemical potential search requires. The theorems take the count as given, so this use assumes that the computed trace, once converged and rounded, equals c(μ) at every midpoint. That can fail at a midpoint that coincides with a level, because the corresponding eigenvalue of X stays at 1/2.

## The levels and the search in Lean

The spectrum is a function `ε : ι → ℝ` on a finite index type, so the levels need no ordering and may coincide. Each index holds one electron; for doubly occupied spatial orbitals, N is the number of pairs. No matrix, temperature or interaction enters.

```lean
import Mathlib

namespace ChemicalPotentialBisection

noncomputable section

variable {ι : Type*} [Fintype ι]
```

The function `count` is c, with the strict inequality chosen above.

```lean
/-- The number of levels lying strictly below the trial chemical potential `μ`. -/
def count (ε : ι → ℝ) (μ : ℝ) : ℕ :=
  (Finset.univ.filter (fun i => ε i < μ)).card
```

A bracket is a pair of real numbers. In the definitions the letter `b` names the whole pair, with ends `b.1` and `b.2`, whereas the derivation above used b for the upper end.

```lean
/-- The midpoint of a bracket `(lo, hi)`. -/
def mid (b : ℝ × ℝ) : ℝ := (b.1 + b.2) / 2
```

One step follows the rule for too few and too many levels. Once a midpoint counts N, the bracket is kept, so later steps repeat the same successful midpoint. The sequence is therefore defined for every number of steps.

```lean
/-- One bisection step for `N` electrons: the midpoint replaces the lower end if it counts too few
levels and the upper end if it counts too many; otherwise the bracket is kept. -/
def step (ε : ι → ℝ) (N : ℕ) (b : ℝ × ℝ) : ℝ × ℝ :=
  if count ε (mid b) < N then (mid b, b.2)
  else if N < count ε (mid b) then (b.1, mid b)
  else b

/-- The bracket after `k` bisection steps from the initial bracket `b`. -/
def bracket (ε : ι → ℝ) (N : ℕ) (b : ℝ × ℝ) : ℕ → ℝ × ℝ
  | 0 => b
  | k + 1 => step ε N (bracket ε N b k)
```

Thus `bracket ε N b k` is the bracket after k steps, and its midpoint is midpoint k in the numbering from 0. The first n midpoints are those with `k < n`.

## Monotonicity, validity and width

Monotonicity is proved by inclusion: the set of levels below μ is contained in the set below ν, so it has no more elements.

```lean
/-- Raising the chemical potential never lowers the number of levels below it. -/
theorem count_mono (ε : ι → ℝ) {μ ν : ℝ} (h : μ ≤ ν) : count ε μ ≤ count ε ν := by
  apply Finset.card_le_card
  intro i hi
  simp only [Finset.mem_filter, Finset.mem_univ, true_and] at hi ⊢
  exact lt_of_lt_of_le hi h
```

Validity is carried along by induction on the number of steps. The command `split_ifs` separates the three outcomes of a step. In the first two, the test just made supplies the inequality at the new end and the induction hypothesis supplies the other; in the third, nothing has changed.

```lean
/-- If the initial bracket counts too few levels at its lower end and too many at its upper end,
so does every later bracket. -/
theorem bracket_valid (ε : ι → ℝ) (N : ℕ) (b : ℝ × ℝ)
    (hlo : count ε b.1 < N) (hhi : N < count ε b.2) (k : ℕ) :
    count ε (bracket ε N b k).1 < N ∧ N < count ε (bracket ε N b k).2 := by
  induction k with
  | zero => exact ⟨hlo, hhi⟩
  | succ k ih =>
    simp only [bracket, step]
    split_ifs with h1 h2
    · exact ⟨h1, ih.2⟩
    · exact ⟨ih.1, h2⟩
    · exact ih
```

The width formula needs the assumption `hmiss`, that none of the first k midpoints has succeeded, because a successful step leaves the width alone. The inner statement `half` is the identity b − m = m − a = (b − a)/2. Its third case would require a midpoint that counts neither fewer nor more than N levels, and `omega` turns this into the equality that `hmiss` forbids.

```lean
/-- If none of the first `k` midpoints counts `N` levels, the bracket has shrunk by the
factor `2 ^ k`. -/
theorem bracket_width (ε : ι → ℝ) (N : ℕ) (b : ℝ × ℝ) (k : ℕ)
    (hmiss : ∀ j < k, count ε (mid (bracket ε N b j)) ≠ N) :
    (bracket ε N b k).2 - (bracket ε N b k).1 = (b.2 - b.1) / 2 ^ k := by
  induction k with
  | zero => simp [bracket]
  | succ k ih =>
    have ih' := ih (fun j hj => hmiss j (by omega))
    have hk := hmiss k (by omega)
    -- an unsuccessful step halves the width
    have half : (bracket ε N b (k + 1)).2 - (bracket ε N b (k + 1)).1
        = ((bracket ε N b k).2 - (bracket ε N b k).1) / 2 := by
      simp only [bracket, step]
      split_ifs with h1 h2
      · simp only [mid]
        ring
      · simp only [mid]
        ring
      · exact (hk (by omega)).elim
    rw [half, ih', pow_succ, div_div]
```

The next lemma compares a valid bracket with the gap. Here `a` and `b` are the two ends, as in the derivation, and `h` is the energy at the lower edge of the gap, not Planck's constant. The statement `h1` places the lower end at or below h, treating separately a point inside the gap and a point above it. The statement `h3` places the upper end above h + g.

```lean
/-- If the count is `N` throughout `(h, h + g]` with `g > 0`, an interval with fewer than `N` levels
below its lower end and more than `N` below its upper end is wider than `g`. -/
theorem gap_lt_width (ε : ι → ℝ) {N : ℕ} {h g a b : ℝ} (hg : 0 < g)
    (hgap : ∀ μ, h < μ → μ ≤ h + g → count ε μ = N)
    (ha : count ε a < N) (hb : N < count ε b) : g < b - a := by
  have htop : count ε (h + g) = N := hgap _ (by linarith) le_rfl
  -- the lower end lies at or below the gap
  have h1 : a ≤ h := by
    by_contra hc
    have hc' : h < a := not_le.1 hc
    rcases le_total a (h + g) with h2 | h2
    · have := hgap a hc' h2
      omega
    · have := count_mono ε h2
      omega
  -- the upper end lies above the gap
  have h3 : h + g < b := by
    by_contra hc
    have := count_mono ε (not_lt.1 hc)
    omega
  linarith
```

## The bound on the number of midpoints

The main theorem says: if the count is N throughout (h, h + g] with g > 0, is below N at `lo` and above N at `hi`, and the bracket is at most `2 ^ n * g` wide, then some `k < n` has a midpoint with count exactly N. The hypothesis `hgap` says that the N lowest levels are separated from the rest by a gap of at least g. It fails when N electrons would only partly fill a degenerate level, since the count then jumps past N. The inequalities `hlo` and `hhi` imply that N is at least 1 and smaller than the total number of levels.

The proof assumes that no such midpoint exists. The width formula then applies after n steps as `hw`, validity gives `hv`, and the gap lemma gives `hwide`. Dividing the width condition by 2^n yields `hs`, the opposite inequality.

```lean
/-- Let the count be `N` on `(h, h + g]` with `g > 0`, below `N` at `lo` and above `N` at `hi`.
If `hi - lo ≤ 2 ^ n * g`, one of the first `n` bisection midpoints counts exactly `N` levels. -/
theorem bisection_finds_chemical_potential (ε : ι → ℝ) {N n : ℕ} {h g lo hi : ℝ} (hg : 0 < g)
    (hgap : ∀ μ, h < μ → μ ≤ h + g → count ε μ = N)
    (hlo : count ε lo < N) (hhi : N < count ε hi) (hn : hi - lo ≤ 2 ^ n * g) :
    ∃ k < n, count ε (mid (bracket ε N (lo, hi) k)) = N := by
  by_contra hno
  have hw := bracket_width ε N (lo, hi) n (fun j hj hj' => hno ⟨j, hj, hj'⟩)
  have hv := bracket_valid ε N (lo, hi) hlo hhi n
  -- the last bracket is both wider than the gap and no wider than it
  have hwide := gap_lt_width ε hg hgap hv.1 hv.2
  have hs : (hi - lo) / 2 ^ n ≤ g := (div_le_iff₀ (by positivity)).2 (by linarith)
  rw [hw] at hwide
  exact absurd hs (not_le_of_gt hwide)
```

## Starting from occupied and empty levels

The second theorem replaces the conditions on the count by conditions on the levels themselves. Every level lies at or below h or at or above h + g, exactly N of them lie at or below h, and neither group is empty. The largest admissible g is the HOMO–LUMO gap, with h at the highest occupied level, but any smaller level-free interval with the same division into occupied and empty levels also qualifies and gives a weaker bound. The outer bounds are asymmetric: a level may sit at `lo`, but all levels must lie strictly below `hi`, so that the strict count at `hi` includes every one.

The proof supplies the three hypotheses of the main theorem in turn. For μ in (h, h + g], a level is below μ exactly when it is at or below h, so the count is N. At `lo` the count is 0, which is less than N because there is an occupied level. At `hi` all levels are counted, and the empty level `j` makes this set strictly larger than the occupied one.

```lean
/-- Let no level lie strictly between `h` and `h + g`, `g > 0`, with `N` levels at or below `h`, at
least one there and at least one at or above `h + g`. If all levels lie in `[lo, hi)` and
`hi - lo ≤ 2 ^ n * g`, one of the first `n` midpoints counts `N` levels. -/
theorem bisection_of_homo_lumo_gap (ε : ι → ℝ) {N n : ℕ} {h g lo hi : ℝ} (hg : 0 < g)
    (hgap : ∀ i, ε i ≤ h ∨ h + g ≤ ε i)
    (hN : (Finset.univ.filter (fun i => ε i ≤ h)).card = N)
    (hocc : ∃ i, ε i ≤ h) (hemp : ∃ i, h + g ≤ ε i)
    (hlo : ∀ i, lo ≤ ε i) (hhi : ∀ i, ε i < hi) (hn : hi - lo ≤ 2 ^ n * g) :
    ∃ k < n, count ε (mid (bracket ε N (lo, hi) k)) = N := by
  obtain ⟨i, hi'⟩ := hocc
  obtain ⟨j, hj⟩ := hemp
  refine bisection_finds_chemical_potential (h := h) ε hg ?_ ?_ ?_ hn
  · -- inside the gap exactly the levels up to `h` are counted
    intro μ h1 h2
    rw [← hN]
    refine congrArg Finset.card (Finset.filter_congr fun l _ => ⟨fun hl => ?_, fun hl => ?_⟩)
    · rcases hgap l with h3 | h3
      · exact h3
      · linarith
    · linarith
  · have h0 : count ε lo = 0 := by
      unfold count
      rw [Finset.card_eq_zero, Finset.filter_eq_empty_iff]
      intro l _
      exact not_lt.2 (hlo l)
    rw [h0, ← hN]
    exact Finset.card_pos.2 ⟨i, Finset.mem_filter.2 ⟨Finset.mem_univ i, hi'⟩⟩
  · rw [← hN]
    apply Finset.card_lt_card
    refine (Finset.ssubset_iff_of_subset ?_).2 ⟨j, ?_, ?_⟩
    · intro l _
      exact Finset.mem_filter.2 ⟨Finset.mem_univ l, hhi l⟩
    · exact Finset.mem_filter.2 ⟨Finset.mem_univ j, hhi j⟩
    · intro hc
      have := (Finset.mem_filter.1 hc).2
      linarith
```

## The two-level example in Lean

For the levels `![0, g]` the count is a sum of two terms, one for each level, equal to 1 if the level lies below μ and 0 otherwise.

```lean
/-- The count for two levels at energies `0` and `g`. -/
theorem count_two_level (g μ : ℝ) :
    count ![0, g] μ = (if 0 < μ then 1 else 0) + (if g < μ then 1 else 0) := by
  unfold count
  rw [Finset.card_filter, Fin.sum_univ_two]
  rfl
```

The last theorem states the example in full: the count is 1 on (0, g], 0 at the lower end of the bracket and 2 at the upper end, and all of the first n midpoints count 2. Every hypothesis of the main theorem except the width condition is thus met, for every W above `2 ^ n * g`. This does not mean that every wide bracket fails. For n = 2 the bracket from −20 to 44 eV is wider than 2^2 · 2 eV = 8 eV, yet its second midpoint succeeds.

In the proof, `key` says that any μ above g counts both levels, and `hbig` shows that W/2^(k+1) exceeds g for `k < n`. The induction `hb` then identifies the bracket after k steps as (0, W/2^k), whose midpoint is the value in `hbig`.

```lean
/-- For levels `0` and `g > 0` the count is `1` on `(0, g]`, `0` at `0` and `2` at `W`, yet whenever
`W > 2 ^ n * g` each of the first `n` midpoints of the search for `N = 1` on `(0, W)` counts `2`. -/
theorem width_condition_sharp {g W : ℝ} {n : ℕ} (hg : 0 < g) (hW : 2 ^ n * g < W) :
    (∀ μ, 0 < μ → μ ≤ g → count ![0, g] μ = 1) ∧
    count ![0, g] 0 = 0 ∧ count ![0, g] W = 2 ∧
    ∀ k < n, count ![0, g] (mid (bracket ![0, g] 1 (0, W) k)) = 2 := by
  have key : ∀ μ, g < μ → count ![0, g] μ = 2 := by
    intro μ h
    simp [count_two_level, hg.trans h, h]
  have hmid : ∀ k : ℕ, mid (0, W / 2 ^ k) = W / 2 ^ (k + 1) := by
    intro k
    simp only [mid, zero_add, pow_succ, div_div]
  have hbig : ∀ k < n, g < W / 2 ^ (k + 1) := by
    intro k hk
    have hp : (2 : ℝ) ^ (k + 1) ≤ 2 ^ n := pow_le_pow_right₀ (by norm_num) hk
    rw [lt_div_iff₀ (by positivity)]
    linarith [mul_le_mul_of_nonneg_left hp hg.le]
  -- every step moves the upper end down and leaves the lower end at `0`
  have hb : ∀ k ≤ n, bracket ![0, g] 1 (0, W) k = (0, W / 2 ^ k) := by
    intro k
    induction k with
    | zero =>
      intro _
      simp [bracket]
    | succ k ih =>
      intro hk
      change step ![0, g] 1 (bracket ![0, g] 1 (0, W) k) = _
      rw [ih (by omega)]
      simp [step, hmid, key _ (hbig k (by omega))]
  refine ⟨?_, ?_, ?_, ?_⟩
  · intro μ h1 h2
    simp [count_two_level, h1, not_lt.2 h2]
  · simp [count_two_level, not_lt.2 hg.le]
  · have h1 : (1 : ℝ) ≤ 2 ^ n := one_le_pow₀ (by norm_num)
    exact key W (by nlinarith)
  · intro k hk
    rw [hb k hk.le, hmid]
    exact key _ (hbig k hk)

end

end ChemicalPotentialBisection
```

```lean
#print axioms ChemicalPotentialBisection.bisection_finds_chemical_potential
#print axioms ChemicalPotentialBisection.bisection_of_homo_lumo_gap
#print axioms ChemicalPotentialBisection.width_condition_sharp
```

```
'ChemicalPotentialBisection.bisection_finds_chemical_potential' depends on axioms: [propext, Classical.choice, Quot.sound]
'ChemicalPotentialBisection.bisection_of_homo_lumo_gap' depends on axioms: [propext, Classical.choice, Quot.sound]
'ChemicalPotentialBisection.width_condition_sharp' depends on axioms: [propext, Classical.choice, Quot.sound]
```
